# For any three bond vectors, some angle satisfies the division-free torsion relations

Let F, G and H be any three vectors in real three-dimensional space, and put A = F × G and B = H × G. The lemma says that some real angle φ satisfies both |A||B| cos φ = A · B and |A||B||G| sin φ = (B × A) · G. For four atoms at r₁, r₂, r₃, r₄ bonded in a chain, these are the relations for the usual torsion angle if F = r₁ − r₂, G = r₂ − r₃ and H = r₄ − r₃; note that H does not continue the direction of F and G, and that reversing it would shift the angle by π. The vectors are not normalised: when A and B are nonzero, dividing by the lengths gives the cosine and sine of φ, and when either vanishes both relations read 0 = 0 and any angle will do. The proof takes φ = 0 if G = 0, and otherwise takes the argument of the complex number with real part (A · B)|G| and imaginary part (B × A) · G, for which it must show that the modulus is |A||B||G|.

Lean 4 with Mathlib refuses this proof:

```lean
import Mathlib

open Matrix Filter Topology

namespace TorsionGradient

noncomputable section

/-- Euclidean length of a vector in three-dimensional space. -/
def len (v : Fin 3 → ℝ) : ℝ := √(v ⬝ᵥ v)

/-- `φ` is a torsion angle of the bond vectors `F, G, H`: its cosine and sine satisfy the
defining relations, written without division. -/
def IsTorsion (F G H : Fin 3 → ℝ) (φ : ℝ) : Prop :=
  len (F ⨯₃ G) * len (H ⨯₃ G) * Real.cos φ = (F ⨯₃ G) ⬝ᵥ (H ⨯₃ G) ∧
  len (F ⨯₃ G) * len (H ⨯₃ G) * len G * Real.sin φ = ((H ⨯₃ G) ⨯₃ (F ⨯₃ G)) ⬝ᵥ G

/-- The squared length is the dot product of the vector with itself. -/
theorem len_sq (v : Fin 3 → ℝ) : len v ^ 2 = v ⬝ᵥ v := by
  apply Real.sq_sqrt
  simp only [dotProduct, Fin.sum_univ_three]
  nlinarith [mul_self_nonneg (v 0), mul_self_nonneg (v 1), mul_self_nonneg (v 2)]

/-- A nonzero vector has positive length. -/
theorem len_pos {v : Fin 3 → ℝ} (hv : v ≠ 0) : 0 < len v := by
  refine lt_of_le_of_ne (Real.sqrt_nonneg _) (fun h => hv ?_)
  apply dotProduct_self_eq_zero.mp
  rw [← len_sq, ← h]
  norm_num

/-- Every triple of bond vectors admits a torsion angle. -/
theorem exists_isTorsion (F G H : Fin 3 → ℝ) : ∃ φ, IsTorsion F G H φ := by
  by_cases hG : G = 0
  · exact ⟨0, by simp [IsTorsion, len, hG]⟩
  have hg := len_pos hG
  have key : ((F ⨯₃ G) ⬝ᵥ (H ⨯₃ G)) ^ 2 * (G ⬝ᵥ G)
      + (((H ⨯₃ G) ⨯₃ (F ⨯₃ G)) ⬝ᵥ G) ^ 2
      = ((F ⨯₃ G) ⬝ᵥ (F ⨯₃ G)) * ((H ⨯₃ G) ⬝ᵥ (H ⨯₃ G)) * (G ⬝ᵥ G) := by
    simp only [cross_apply, dotProduct, Fin.sum_univ_three, Matrix.cons_val]
    ring
  -- the angle is the argument of a complex number built from the two numerators
  let z : ℂ := ⟨((F ⨯₃ G) ⬝ᵥ (H ⨯₃ G)) * len G, ((H ⨯₃ G) ⨯₃ (F ⨯₃ G)) ⬝ᵥ G⟩
  have hz : ‖z‖ = len (F ⨯₃ G) * len (H ⨯₃ G) * len G := by
    refine (sq_eq_sq₀ (norm_nonneg _) (mul_nonneg (mul_nonneg (Real.sqrt_nonneg _)
      (Real.sqrt_nonneg _)) (Real.sqrt_nonneg _))).mp ?_
    rw [Complex.sq_norm, Complex.normSq_apply]
    simp only [z]
    linear_combination key - ((F ⨯₃ G) ⬝ᵥ (H ⨯₃ G)) ^ 2 * (len_sq G).symm
      - len (H ⨯₃ G) ^ 2 * len G ^ 2 * len_sq (F ⨯₃ G)
      - ((F ⨯₃ G) ⬝ᵥ (F ⨯₃ G)) * len G ^ 2 * len_sq (H ⨯₃ G)
      - ((F ⨯₃ G) ⬝ᵥ (F ⨯₃ G)) * ((H ⨯₃ G) ⬝ᵥ (H ⨯₃ G)) * len_sq G
  have hc := Complex.norm_mul_cos_arg z
  have hs := Complex.norm_mul_sin_arg z
  rw [hz] at hc hs
  refine ⟨z.arg, mul_right_cancel₀ hg.ne' ?_, hs⟩
  calc _ = len (F ⨯₃ G) * len (H ⨯₃ G) * len G * Real.cos z.arg := by ring
    _ = _ := hc

end

end TorsionGradient
```

Messages:

```
Main.lean:48:4: error: ring failed, ring expressions not equal
F G H : Fin 3 → ℝ
hG : ¬G = 0
hg : 0 < len G
key :
  ((crossProduct F) G ⬝ᵥ (crossProduct H) G) ^ 2 * G ⬝ᵥ G +
      ((crossProduct ((crossProduct H) G)) ((crossProduct F) G) ⬝ᵥ G) ^ 2 =
    (crossProduct F) G ⬝ᵥ (crossProduct F) G * (crossProduct H) G ⬝ᵥ (crossProduct H) G * G ⬝ᵥ G
z : ℂ := ⋯
⊢ len G ^ 2 * len ((crossProduct H) G) ^ 2 * len ((crossProduct F) G) ^ 2 -
      √((crossProduct F) G ⬝ᵥ (crossProduct F) G) ^ 2 * √((crossProduct H) G ⬝ᵥ (crossProduct H) G) ^ 2 *
        √(G ⬝ᵥ G) ^ 2 =
    0
```

The change, after which it compiles:

```diff
@@ -42,6 +42,7 @@
   let z : ℂ := ⟨((F ⨯₃ G) ⬝ᵥ (H ⨯₃ G)) * len G, ((H ⨯₃ G) ⨯₃ (F ⨯₃ G)) ⬝ᵥ G⟩
   have hz : ‖z‖ = len (F ⨯₃ G) * len (H ⨯₃ G) * len G := by
-    refine (sq_eq_sq₀ (norm_nonneg _) (mul_nonneg (mul_nonneg (Real.sqrt_nonneg _)
-      (Real.sqrt_nonneg _)) (Real.sqrt_nonneg _))).mp ?_
+    have ln : ∀ v : Fin 3 → ℝ, 0 ≤ len v := fun v => Real.sqrt_nonneg _
+    refine (sq_eq_sq₀ (norm_nonneg _)
+      (mul_nonneg (mul_nonneg (ln (F ⨯₃ G)) (ln (H ⨯₃ G))) (ln G))).mp ?_
     rw [Complex.sq_norm, Complex.normSq_apply]
     simp only [z]
```

Cause. The error comes from the proof of `hz`, the formula for the modulus. What `ring` could not close is a difference of two products of squared lengths, one written with `len` and the other with `√`. By the definition of `len` these are equal, but `ring` does not unfold that definition, and treats `len G` and `√(G ⬝ᵥ G)` as unrelated quantities.

The square roots came in through the `refine` step. There the right-hand side of the squared equation was read off from the nonnegativity proofs, and `Real.sqrt_nonneg _` speaks of `√`. Lean accepted the match with `hz` by unfolding `len`, but the new goal kept the square roots, while the `len_sq` terms in `linear_combination` use `len`.

The repair adds `ln`, which states the same nonnegativity for `len v`, and uses it for the three named vectors. The goal is then written with `len` throughout, and the unchanged `linear_combination` closes it.
